# Two spins one half coupled only by a real tensor $A$ have levels symmetric about zero exactly when $\det A = 0$

Let $S_i$ and $I_j$ be the spin operators of an electron and a spin-one-half nucleus, in units of $\hbar$, with $i,j = 0,1,2$ standing for $x,y,z$. Let $A$ be a real $3\times 3$ hyperfine tensor in energy units, and let

$$H=\sum_{i,j}A_{ij}\,S_i I_j$$

be the whole Hamiltonian, with no applied field. I expected its four levels to be symmetric about zero: replacing every $I_j$ by $-I_j$ turns $H$ into $-H$, so the spectrum ought to be its own mirror image. But isotropic coupling $a\,\mathbf S\cdot\mathbf I$ gives a triplet at $a/4$ and a singlet at $-3a/4$. Where does my argument fail, and for which $A$ are the levels symmetric after all?

## The determinant of $A$ measures the asymmetry

The levels, counted with multiplicity, are symmetric exactly when $\det A=0$. In general, $\operatorname{Tr}H^3=-\tfrac38\det A$.

Your argument fails because no unitary operator reverses all three nuclear spin components. A unitary transformation preserves products, and $I_0I_1=\tfrac{\mathrm i}{2}I_2$ would change sign on the right but not on the left. If $A\mathbf n=0$ for some unit vector $\mathbf n$, the argument can be repaired: $H$ then contains only nuclear components perpendicular to $\mathbf n$, and a nuclear rotation by $\pi$ about $\mathbf n$ reverses those.

### Three moments and a quartic

Write $S_i=\sigma_i/2$ and $I_j=\sigma_j/2$, acting on different factors, so that $H=\tfrac14\sum A_{ij}\,\sigma_i\otimes\sigma_j$. The Pauli matrices satisfy

$$\operatorname{Tr}\sigma_i=0,\qquad \operatorname{Tr}\sigma_i\sigma_{i'}=2\delta_{ii'},\qquad \operatorname{Tr}\sigma_i\sigma_{i'}\sigma_{i''}=2\mathrm i\,\varepsilon_{ii'i''}.$$

The trace of a tensor product is the product of the traces. Hence $\operatorname{Tr}H=0$ and

$$\operatorname{Tr}H^2=\tfrac1{16}\cdot 4\sum_{i,j}A_{ij}^2=\tfrac14\sum_{i,j}A_{ij}^2,$$

$$\operatorname{Tr}H^3=\tfrac1{64}(2\mathrm i)^2\sum\varepsilon_{ii'i''}\varepsilon_{jj'j''}A_{ij}A_{i'j'}A_{i''j''}=-\tfrac1{16}\cdot 6\det A=-\tfrac38\det A.$$

The minus sign comes from the two factors of $\mathrm i$, one from each spin.

Let $E_k$ be the four levels and $e_1,\dots,e_4$ their elementary symmetric functions. Then

$$P(E)=\det(E-H)=\prod_k(E-E_k)=E^4-e_1E^3+e_2E^2-e_3E+e_4 .$$

Here $e_1=\operatorname{Tr}H=0$. From $e_1^2=\operatorname{Tr}H^2+2e_2$ and $\operatorname{Tr}H^3=e_1^3-3e_1e_2+3e_3$ it follows that $e_2=-\tfrac12\operatorname{Tr}H^2$ and $e_3=\tfrac13\operatorname{Tr}H^3$. Since $e_4=\det H$,

$$P(E)=E^4-\tfrac18\Big(\sum_{i,j}A_{ij}^2\Big)E^2+\tfrac18(\det A)\,E+\det H .$$

Reversing all levels replaces $P(E)$ by

$$\prod_k(E+E_k)=(-1)^4\prod_k(-E-E_k)=P(-E)=P(E)-\tfrac14(\det A)\,E .$$

A monic polynomial and its multiset of roots determine each other. The reversed levels therefore coincide with the original ones exactly when the last term vanishes for all $E$, that is, when $\det A=0$.

For your isotropic example $\det A=a^3$ and $P(E)=(E-a/4)^3(E+3a/4)$, which is asymmetric unless $a=0$.

The same argument applies to any traceless Hermitian $4\times4$ Hamiltonian: its spectrum is symmetric about zero exactly when $\operatorname{Tr}H^3=0$.

### How the Lean statements describe the two spins

`spin` lists the three spin matrices, and `hyperfine A` is the sum of their Kronecker products, with the electron as first factor and the nucleus as second. A basis state is a pair in `Fin 2 × Fin 2`, where 0 means spin up and 1 means spin down. The tensor `A` is any real matrix; it need not be symmetric or traceless.

`levels A` is the multiset of complex roots of the characteristic polynomial, so a triply degenerate level appears three times. The theorem `hyperfine_isHermitian` supplies the property that makes these roots real energies.

- `trace_cube` says that the trace of $H^3$ equals $-\tfrac38\det A$, with the real determinant regarded as a complex number.
- `levels_symmetric_iff` says that negating every member of `levels A` returns the same multiset if and only if `A.det = 0`.
- `secular_equation` is the quartic above, valid for every complex $E$, and `isotropic_secular` is its factorised form for $A=a\,\mathbf 1$.

For zero-field EPR of a radical with a single spin-one-half nucleus and no interaction besides the hyperfine coupling, this says which tensors give a lopsided level scheme. The model has no Zeeman term and no further nuclei, and $A$ is an input that is not computed from an electronic wavefunction.

```lean
import Mathlib

open Matrix Polynomial
open scoped Kronecker

namespace AnisotropicHyperfine

noncomputable section

/-- The three spin-one-half operators (x, y, z), in units of ħ. -/
def spin : Fin 3 → Matrix (Fin 2) (Fin 2) ℂ :=
  ![!![0, 1/2; 1/2, 0], !![0, -Complex.I/2; Complex.I/2, 0], !![1/2, 0; 0, -1/2]]

/-- The hyperfine Hamiltonian `∑ A_ij S_i I_j` of two spins one half with real tensor `A`. -/
def hyperfine (A : Matrix (Fin 3) (Fin 3) ℝ) : Matrix (Fin 2 × Fin 2) (Fin 2 × Fin 2) ℂ :=
  ∑ i, ∑ j, (A i j : ℂ) • (spin i ⊗ₖ spin j)

/-- The energy levels, counted with multiplicity: the roots of the characteristic polynomial. -/
def levels (A : Matrix (Fin 3) (Fin 3) ℝ) : Multiset ℂ := (hyperfine A).charpoly.roots

/-- The numbering of the four product states of the two spins. -/
def basisOrder : Fin 2 × Fin 2 ≃ Fin 4 where
  toFun s := ![![0, 1], ![2, 3]] s.1 s.2
  invFun k := ![(0, 0), (0, 1), (1, 0), (1, 1)] k
  left_inv := by decide
  right_inv := by decide

/-- The 4 by 4 pattern of a bilinear coupling of two spins one half in the product basis. -/
def pattern (p u u' v v' w w' q q' : ℂ) : Matrix (Fin 4) (Fin 4) ℂ :=
  !![p, u', v', w'; u, -p, q, -v'; v, q', -p, -u'; w, -v, -u, p]

/-- The hyperfine Hamiltonian is Hermitian. -/
theorem hyperfine_isHermitian (A : Matrix (Fin 3) (Fin 3) ℝ) : (hyperfine A).IsHermitian := by
  have hs : ∀ i, (spin i)ᴴ = spin i := by
    intro i
    ext a b
    fin_cases i <;> fin_cases a <;> fin_cases b <;> simp [spin]
  unfold Matrix.IsHermitian
  simp [hyperfine, Matrix.conjTranspose_sum, Matrix.conjTranspose_smul,
    Matrix.conjTranspose_kronecker, hs]

/-- In the product basis the hyperfine Hamiltonian has the two-spin pattern, and two
combinations of its entries are the sum of squares and the determinant of `A`, over eight. -/
theorem hyperfine_pattern (A : Matrix (Fin 3) (Fin 3) ℝ) :
    ∃ p u u' v v' w w' q q' : ℂ,
      hyperfine A = (pattern p u u' v v' w w' q q').submatrix basisOrder basisOrder ∧
      2 * (p * p + u * u' + v * v') + w * w' + q * q' = ((∑ i, ∑ j, A i j * A i j) / 8 : ℝ) ∧
      2 * (p * (q * q' - w * w') - u' * v * q - u * v' * q' + u' * v' * w + u * v * w')
        = (A.det / 8 : ℝ) := by
  let B : Fin 3 → Fin 3 → ℂ := fun i j => ((A i j / 4 : ℝ) : ℂ)
  let I := Complex.I
  refine ⟨B 2 2, B 2 0 + B 2 1 * I, B 2 0 - B 2 1 * I, B 0 2 + B 1 2 * I, B 0 2 - B 1 2 * I,
    B 0 0 + B 0 1 * I + B 1 0 * I + B 1 1 * (I * I),
    B 0 0 - B 0 1 * I - B 1 0 * I + B 1 1 * (I * I),
    B 0 0 + B 0 1 * I - B 1 0 * I - B 1 1 * (I * I),
    B 0 0 - B 0 1 * I + B 1 0 * I - B 1 1 * (I * I), ?_, ?_, ?_⟩
  · ext ⟨a, b⟩ ⟨c, d⟩
    fin_cases a <;> fin_cases b <;> fin_cases c <;> fin_cases d <;>
      simp [hyperfine, spin, pattern, basisOrder, Fin.sum_univ_three, B, I,
        -Complex.I_mul_I] <;> ring
  -- both identities are checked on real and imaginary parts
  all_goals
    apply Complex.ext <;>
      simp only [B, I, Fin.sum_univ_three, Matrix.det_fin_three, Complex.add_re, Complex.add_im,
        Complex.sub_re, Complex.sub_im, Complex.mul_re, Complex.mul_im, Complex.ofReal_re,
        Complex.ofReal_im, Complex.I_re, Complex.I_im, Complex.re_ofNat, Complex.im_ofNat] <;>
      ring

/-- The secular determinant of the two-spin pattern, expanded in powers of the energy. -/
theorem det_pattern (E p u u' v v' w w' q q' : ℂ) :
    (E • (1 : Matrix (Fin 2 × Fin 2) (Fin 2 × Fin 2) ℂ)
      - (pattern p u u' v v' w w' q q').submatrix basisOrder basisOrder).det
    = E ^ 4 - (2 * (p * p + u * u' + v * v') + w * w' + q * q') * E ^ 2
      + 2 * (p * (q * q' - w * w') - u' * v * q - u * v' * q' + u' * v' * w + u * v * w') * E
      + (pattern p u u' v v' w w' q q').det := by
  have h : E • (1 : Matrix (Fin 2 × Fin 2) (Fin 2 × Fin 2) ℂ)
      - (pattern p u u' v v' w w' q q').submatrix basisOrder basisOrder
      = (!![E - p, -u', -v', -w'; -u, E + p, -q, v'; -v, -q', E + p, u'; -w, v, u, E - p]
        : Matrix (Fin 4) (Fin 4) ℂ).submatrix basisOrder basisOrder := by
    ext ⟨a, b⟩ ⟨c, d⟩
    fin_cases a <;> fin_cases b <;> fin_cases c <;> fin_cases d <;>
      simp [pattern, basisOrder]
  rw [h, Matrix.det_submatrix_equiv_self, pattern]
  simp [Matrix.det_succ_row_zero, Fin.sum_univ_succ, Fin.succAbove]
  ring

/-- The secular determinant as a quartic in `E`: the coefficient of `E` is `det A / 8`, and there is
no cubic term. -/
theorem secular_equation (A : Matrix (Fin 3) (Fin 3) ℝ) (E : ℂ) :
    (E • 1 - hyperfine A).det = E ^ 4 - ((∑ i, ∑ j, A i j * A i j) / 8 : ℝ) * E ^ 2
      + (A.det / 8 : ℝ) * E + (hyperfine A).det := by
  obtain ⟨p, u, u', v, v', w, w', q, q', h, h2, h1⟩ := hyperfine_pattern A
  rw [h, det_pattern, Matrix.det_submatrix_equiv_self, h2, h1]

/-- The third moment of the hyperfine spectrum: `Tr H³ = -(3/8) det A`. -/
theorem trace_cube (A : Matrix (Fin 3) (Fin 3) ℝ) :
    (hyperfine A ^ 3).trace = -(3 / 8) * (A.det : ℂ) := by
  obtain ⟨p, u, u', v, v', w, w', q, q', h, -, h1⟩ := hyperfine_pattern A
  have ht : (hyperfine A ^ 3).trace = -3 * (2 * (p * (q * q' - w * w') - u' * v * q
      - u * v' * q' + u' * v' * w + u * v * w')) := by
    rw [h]
    simp only [pow_three, Matrix.trace, Matrix.diag_apply, Matrix.mul_apply,
      Fintype.sum_prod_type, Fin.sum_univ_two, Matrix.submatrix_apply]
    simp [pattern, basisOrder]
    ring
  rw [ht, h1]
  push_cast
  ring

/-- The secular determinant is the product of `E - E_k` over all energy levels `E_k`. -/
theorem det_eq_prod_levels (A : Matrix (Fin 3) (Fin 3) ℝ) (E : ℂ) :
    (E • 1 - hyperfine A).det = ((levels A).map (fun a => E - a)).prod := by
  have hp := Polynomial.prod_multiset_X_sub_C_of_monic_of_roots_card_eq
    (Matrix.charpoly_monic (hyperfine A))
    (Polynomial.splits_iff_card_roots.mp (IsAlgClosed.splits _))
  rw [Matrix.smul_one_eq_diagonal, ← Matrix.scalar_apply, ← Matrix.eval_charpoly, ← hp]
  simp [levels, Polynomial.eval_multiset_prod, Multiset.map_map]

/-- The hyperfine spectrum, with multiplicities, is symmetric under `E → -E` if and only if
the hyperfine tensor has determinant zero. -/
theorem levels_symmetric_iff (A : Matrix (Fin 3) (Fin 3) ℝ) :
    (levels A).map (fun E => -E) = levels A ↔ A.det = 0 := by
  have hcard : Multiset.card (levels A) = 4 := by
    have h := Polynomial.splits_iff_card_roots.mp (IsAlgClosed.splits (hyperfine A).charpoly)
    rw [levels, h, Matrix.charpoly_natDegree_eq_dim]
    simp
  have hneg : ∀ (s : Multiset ℂ) (x : ℂ), (s.map (fun a => -x - a)).prod
      = (-1) ^ Multiset.card s * ((s.map (fun a => -a)).map (fun a => x - a)).prod := by
    intro s x
    induction s using Multiset.induction_on with
    | empty => simp
    | cons a s ih =>
      simp only [Multiset.map_cons, Multiset.prod_cons, Multiset.card_cons, pow_succ, ih]
      ring
  -- reversing all levels changes only the linear term of the secular determinant
  have key : ∀ E : ℂ, (((levels A).map (fun a => -a)).map (fun a => E - a)).prod
      = ((levels A).map (fun a => E - a)).prod - (A.det : ℂ) / 4 * E := by
    intro E
    have h1 := hneg (levels A) E
    rw [hcard, ← det_eq_prod_levels, secular_equation] at h1
    rw [← det_eq_prod_levels, secular_equation]
    push_cast at h1 ⊢
    linear_combination -h1
  constructor
  · intro h
    have h1 := key 1
    rw [h] at h1
    have h2 : (A.det : ℂ) = 0 := by linear_combination 4 * h1
    exact_mod_cast h2
  · intro h
    have heval : ∀ (s : Multiset ℂ) (E : ℂ),
        ((s.map (fun a => X - C a)).prod).eval E = (s.map (fun a => E - a)).prod := by
      intro s E
      simp [Polynomial.eval_multiset_prod, Multiset.map_map]
    have hp : (((levels A).map (fun a => -a)).map (fun a => X - C a)).prod
        = ((levels A).map (fun a => X - C a)).prod := by
      apply Polynomial.funext
      intro E
      rw [heval, heval, key, h]
      simp
    -- equal monic polynomials have the same roots
    have hr := congrArg Polynomial.roots hp
    rwa [Polynomial.roots_multiset_prod_X_sub_C, Polynomial.roots_multiset_prod_X_sub_C] at hr

/-- For isotropic coupling `a S·I` the secular determinant is `(E - a/4)³ (E + 3a/4)`. -/
theorem isotropic_secular (a : ℝ) (E : ℂ) :
    (E • 1 - hyperfine (a • 1)).det = (E - a / 4) ^ 3 * (E + 3 * a / 4) := by
  have h : hyperfine (a • 1) = (pattern (a / 4) 0 0 0 0
      (a / 4 + a / 4 * (Complex.I * Complex.I)) (a / 4 + a / 4 * (Complex.I * Complex.I))
      (a / 4 - a / 4 * (Complex.I * Complex.I))
      (a / 4 - a / 4 * (Complex.I * Complex.I))).submatrix basisOrder basisOrder := by
    ext ⟨i, j⟩ ⟨k, l⟩
    fin_cases i <;> fin_cases j <;> fin_cases k <;> fin_cases l <;>
      simp [hyperfine, spin, pattern, basisOrder, Fin.sum_univ_three, Matrix.one_apply,
        -Complex.I_mul_I] <;> ring
  rw [h, det_pattern, pattern]
  simp [Matrix.det_succ_row_zero, Fin.sum_univ_succ, Fin.succAbove]
  ring

end

end AnisotropicHyperfine
```

```lean
#print axioms AnisotropicHyperfine.hyperfine_isHermitian
-- 'AnisotropicHyperfine.hyperfine_isHermitian' depends on axioms: [propext, Classical.choice, Quot.sound]
#print axioms AnisotropicHyperfine.trace_cube
-- 'AnisotropicHyperfine.trace_cube' depends on axioms: [propext, Classical.choice, Quot.sound]
#print axioms AnisotropicHyperfine.levels_symmetric_iff
-- 'AnisotropicHyperfine.levels_symmetric_iff' depends on axioms: [propext, Classical.choice, Quot.sound]
#print axioms AnisotropicHyperfine.isotropic_secular
-- 'AnisotropicHyperfine.isotropic_secular' depends on axioms: [propext, Classical.choice, Quot.sound]
```

### From the four-by-four matrix to the levels

The file obtains the coefficients from an explicit matrix instead of from Pauli traces. With $B=A/4$ and the order $\uparrow\uparrow,\uparrow\downarrow,\downarrow\uparrow,\downarrow\downarrow$ fixed by `basisOrder`, the Hamiltonian is

$$H=\begin{pmatrix}p&u'&v'&w'\\u&-p&q&-v'\\v&q'&-p&-u'\\w&-v&-u&p\end{pmatrix},$$

where

$$\begin{aligned}
p&=B_{22},\qquad u=B_{20}+\mathrm iB_{21},\qquad v=B_{02}+\mathrm iB_{12},\\
w&=B_{00}-B_{11}+\mathrm i(B_{01}+B_{10}),\\
q&=B_{00}+B_{11}+\mathrm i(B_{01}-B_{10}),
\end{aligned}$$

and the primed entries are the complex conjugates. `hyperfine_pattern` checks this matrix entry by entry. It also proves two identities by comparing real and imaginary parts:

$$2(p^2+uu'+vv')+ww'+qq'=\tfrac18\sum_{i,j}A_{ij}^2,$$

$$2\big(p(qq'-ww')-u'vq-uv'q'+u'v'w+uvw'\big)=\tfrac18\det A .$$

`det_pattern` expands the determinant of $E-H$ along its first row, and `ring` collects the powers of $E$. The left-hand sides of the two identities appear as the coefficients of $-E^2$ and $E$, so `secular_equation` follows by substitution. The constant term stays as $\det H$, since an even term plays no part in the symmetry question.

For `trace_cube`, the cube of the same matrix is multiplied out. Its trace is $-3$ times the left-hand side of the second identity, which gives $-\tfrac38\det A$. This replaces the sum over $\varepsilon$ symbols.

`det_eq_prod_levels` proves $P(E)=\prod_k(E-E_k)$. It uses the fact that a monic polynomial over the complex numbers splits into linear factors.

Inside `levels_symmetric_iff`, `hcard` counts four levels. The auxiliary statement `hneg` proves by induction that reversing the levels gives $P(-E)$ up to the sign $(-1)^4$. The statement `key` combines this with the quartic and is the relation derived above: the reversed product equals $P(E)-\tfrac14(\det A)E$.

The two directions then separate:

- If the levels are symmetric, `key` at $E=1$ forces $\det A=0$.
- If $\det A=0$, the two products agree at every $E$. `Polynomial.funext` turns this into equality of polynomials, and equal polynomials have equal multisets of roots.

Finally, `isotropic_secular` inserts $p=a/4$, $q=q'=a/2$ and zeros for the other entries into the matrix, then factorises the determinant.
